# Natural powers of the cosine between nonzero descriptors give positive semidefinite kernels for atoms and for total energies

If the kernel matrix $K$ in a ridge regression has a negative eigenvalue $-\mu$, the fit is in trouble: $K+\lambda I$ is singular at $\lambda=\mu$, and the penalty $c^{\mathsf T}Kc$ rewards some weight vectors instead of restraining them. I want to fit total energies with a kernel that compares atoms by the cosine between their descriptors, raised to a power $\zeta$, and then sums over all pairs of atoms from two structures. Cosines can be negative, and my structures have different numbers of atoms. What keeps negative eigenvalues out of this matrix? And if I train only on total energies, in what sense does the model have atomic energies?

## Both kernels are scalar products of explicit features

Negative eigenvalues are excluded for every natural number $\zeta$, because each kernel is a scalar product of feature vectors that can be written down.

Let $p,q\in\mathbb R^n$ be nonzero descriptors with components $p_i,q_i$, and let $u=p/\lVert p\rVert$ and $v=q/\lVert q\rVert$. The atomic kernel is

$$\kappa(p,q)=\left(\frac{\langle p,q\rangle}{\lVert p\rVert\,\lVert q\rVert}\right)^{\zeta}=\Big(\sum_i u_i v_i\Big)^{\zeta}.$$

Multiplying out the $\zeta$ brackets means choosing one index $f(k)$ from each bracket $k$. The sum therefore runs over all such choices $f$:

$$\kappa(p,q)=\sum_f\prod_k u_{f(k)}v_{f(k)}=\sum_f\phi_f(p)\,\phi_f(q),\qquad \phi_f(p)=\prod_k u_{f(k)}.$$

For $\zeta=2$ the features are the products $u_iu_j$. For $\zeta=0$ there is a single feature, equal to 1.

Now take finitely many descriptors $p^{(a)}$ and real numbers $x_a$. Then

$$\sum_{a,b}x_ax_b\,\kappa(p^{(a)},p^{(b)})=\sum_f\Big(\sum_a x_a\phi_f(p^{(a)})\Big)^2\ge 0 .$$

The matrix is also symmetric, so it is positive semidefinite, whatever the signs of the cosines.

The diagonal is $\kappa(p,p)=(\lVert p\rVert^2/\lVert p\rVert^2)^\zeta=1$. For the bounds, $0\le\lVert u\mp v\rVert^2=2\mp2\langle u,v\rangle$ gives $|\langle u,v\rangle|\le1$, hence $|\kappa(p,q)|\le 1$. If $\zeta\ge1$, then $|\kappa(p,q)|=1$ requires $|\langle u,v\rangle|=1$. The same identity then gives $v=\pm u$, so $q=rp$ with $r\neq0$. Conversely, $q=rp$ gives $\langle u,v\rangle=r/|r|=\pm1$.

For structures $A$ and $B$ with atomic descriptors $A_i$ and $B_j$, the finite sums can be exchanged:

$$K(A,B)=\sum_i\sum_j\kappa(A_i,B_j)=\sum_f\Phi_f(A)\,\Phi_f(B),\qquad \Phi_f(A)=\sum_i\phi_f(A_i).$$

The feature vector $\Phi(A)$ has the same number of components, $n^\zeta$, for every structure, so different atom numbers do no harm. The sum-of-squares argument applies again, with $\Phi$ in place of $\phi$.

## Atomic energies in a model trained on totals

With training structures $S_t$ and weights $c_t$, the predicted energy is

$$\sum_t c_tK(A,S_t)=\sum_i\varepsilon(A_i),\qquad \varepsilon(p)=\sum_t c_t\sum_j\kappa\big(p,(S_t)_j\big).$$

Once the training set and the weights are fixed, $\varepsilon(A_i)$ depends only on the descriptor of atom $i$. In simulation practice this means that a potential built from this kernel alone, with descriptors that see neighbours up to a cutoff, has atomic energies with that same cutoff. The partition belongs to the model; quantum mechanics does not single it out.

## What the Lean statements say

`Descriptor n` is a vector of `EuclideanSpace ℝ (Fin n)` bundled with a proof that it is nonzero: `p.1` is the vector and `p.2` the proof. The kernel is thus defined only where its denominator is nonzero. An `AtomicStructure n` consists of a number `atoms` and a map `env` that gives each atom its descriptor; a structure with no atoms is allowed. Positions, chemical elements and the construction of the descriptor do not appear, so the file proves no invariance under rotation or permutation of neighbours; a descriptor that has such an invariance passes it on to both kernels.

The functions `kernel`, `feature`, `totalKernel`, `totalFeature` and `atomEnergy` are $\kappa$, $\phi$, $K$, $\Phi$ and $\varepsilon$. The exponent `ζ` is a natural number, zero included. `PosSemidef` means that the matrix is Hermitian, here real symmetric, and has a nonnegative quadratic form. The families are indexed by arbitrary finite types `ι` and `σ`, and repeated members are allowed; a repeated descriptor makes the matrix singular, so strict definiteness cannot be expected in general.

The unit diagonal and the bounds concern the atomic kernel only. The total-energy kernel is not normalised: for a structure of two atoms with equal descriptors, $K(A,A)=4$. The weights `c` are arbitrary real numbers, and the equation that determines them in a ridge regression is not part of the file.

```lean
import Mathlib

open Matrix

namespace NormalisedDescriptorKernel

noncomputable section

/-- A descriptor of an atomic environment: a nonzero vector of `R^n`. -/
abbrev Descriptor (n : ℕ) := {p : EuclideanSpace ℝ (Fin n) // p ≠ 0}

/-- An atomic structure, given by its number of atoms and one descriptor for each atom. -/
structure AtomicStructure (n : ℕ) where
  /-- The number of atoms. -/
  atoms : ℕ
  /-- The descriptor of the environment of each atom. -/
  env : Fin atoms → Descriptor n

variable {n : ℕ}

/-- The normalised kernel of two nonzero descriptors: the cosine of the angle between them,
raised to the power `ζ`. -/
def kernel (ζ : ℕ) (p q : Descriptor n) : ℝ :=
  (inner ℝ p.1 q.1 / (‖p.1‖ * ‖q.1‖)) ^ ζ

/-- The features of a nonzero descriptor: all products of `ζ` components of the
normalised descriptor. -/
def feature (ζ : ℕ) (p : Descriptor n) (f : Fin ζ → Fin n) : ℝ :=
  ∏ k, (p.1.ofLp (f k) / ‖p.1‖)

/-- The total-energy kernel of two structures: the sum of the normalised kernel over all
pairs of atoms, one from each structure. -/
def totalKernel (ζ : ℕ) (A B : AtomicStructure n) : ℝ :=
  ∑ i, ∑ j, kernel ζ (A.env i) (B.env j)

/-- The features of a structure: the sum of the features of its atoms. -/
def totalFeature (ζ : ℕ) (A : AtomicStructure n) (f : Fin ζ → Fin n) : ℝ :=
  ∑ i, feature ζ (A.env i) f

/-- The energy assigned to one atom with descriptor `p` by a model with training
structures `S` and weights `c`. -/
def atomEnergy {σ : Type*} [Fintype σ] (ζ : ℕ) (S : σ → AtomicStructure n) (c : σ → ℝ)
    (p : Descriptor n) : ℝ :=
  ∑ t, c t * ∑ j, kernel ζ p ((S t).env j)

/-- The normalised kernel is the scalar product of the features of the two descriptors. -/
theorem kernel_eq_sum_feature (ζ : ℕ) (p q : Descriptor n) :
    kernel ζ p q = ∑ f, feature ζ p f * feature ζ q f := by
  -- the cosine is the scalar product of the normalised descriptors
  have h : inner ℝ p.1 q.1 / (‖p.1‖ * ‖q.1‖)
      = ∑ i, (p.1.ofLp i / ‖p.1‖) * (q.1.ofLp i / ‖q.1‖) := by
    rw [PiLp.inner_apply, Finset.sum_div]
    refine Finset.sum_congr rfl fun i _ => ?_
    simp only [RCLike.inner_apply, conj_trivial]
    ring
  -- expand the power of the sum
  unfold kernel feature
  rw [h, Fintype.sum_pow]
  simp only [Finset.prod_mul_distrib]

/-- The normalised kernel of a descriptor with itself is one. -/
theorem kernel_self (ζ : ℕ) (p : Descriptor n) : kernel ζ p p = 1 := by
  have h : ‖p.1‖ ≠ 0 := norm_ne_zero_iff.2 p.2
  unfold kernel
  rw [real_inner_self_eq_norm_mul_norm, div_self (mul_ne_zero h h), one_pow]

/-- The normalised kernel takes values between `-1` and `1`. -/
theorem kernel_mem_Icc (ζ : ℕ) (p q : Descriptor n) :
    kernel ζ p q ∈ Set.Icc (-1 : ℝ) 1 := by
  have h : |kernel ζ p q| ≤ 1 := by
    unfold kernel
    rw [abs_pow]
    exact pow_le_one₀ (abs_nonneg _) (abs_real_inner_div_norm_mul_norm_le_one _ _)
  exact abs_le.1 h

/-- For `ζ ≠ 0` the normalised kernel has absolute value one exactly when one descriptor is
a nonzero multiple of the other. -/
theorem abs_kernel_eq_one_iff {ζ : ℕ} (hζ : ζ ≠ 0) (p q : Descriptor n) :
    |kernel ζ p q| = 1 ↔ ∃ r : ℝ, r ≠ 0 ∧ q.1 = r • p.1 := by
  unfold kernel
  rw [abs_pow, pow_eq_one_iff_of_nonneg (abs_nonneg _) hζ,
    abs_real_inner_div_norm_mul_norm_eq_one_iff]
  exact ⟨fun h => h.2, fun h => ⟨p.2, h⟩⟩

/-- The matrix of the normalised kernel on any finite family of descriptors is positive
semidefinite. -/
theorem kernel_posSemidef {ι : Type*} [Fintype ι] (ζ : ℕ) (p : ι → Descriptor n) :
    (Matrix.of fun a b => kernel ζ (p a) (p b)).PosSemidef := by
  -- the kernel matrix is the Gram matrix of the features
  have h : (Matrix.of fun a b => kernel ζ (p a) (p b))
      = (Matrix.of fun f a => feature ζ (p a) f)ᴴ * Matrix.of fun f a => feature ζ (p a) f := by
    ext a b
    simp only [Matrix.of_apply, Matrix.mul_apply, Matrix.conjTranspose_apply, star_trivial,
      kernel_eq_sum_feature]
  rw [h]
  exact Matrix.posSemidef_conjTranspose_mul_self _

/-- The total-energy kernel is the scalar product of the features of the two structures. -/
theorem totalKernel_eq_sum_totalFeature (ζ : ℕ) (A B : AtomicStructure n) :
    totalKernel ζ A B = ∑ f, totalFeature ζ A f * totalFeature ζ B f := by
  simp only [totalKernel, totalFeature, kernel_eq_sum_feature, Finset.sum_mul_sum]
  -- exchange the sum over features with the sums over atoms
  symm
  rw [Finset.sum_comm]
  refine Finset.sum_congr rfl fun i _ => ?_
  exact Finset.sum_comm

/-- The matrix of the total-energy kernel on any finite family of structures, with any
numbers of atoms, is positive semidefinite. -/
theorem totalKernel_posSemidef {σ : Type*} [Fintype σ] (ζ : ℕ) (S : σ → AtomicStructure n) :
    (Matrix.of fun s t => totalKernel ζ (S s) (S t)).PosSemidef := by
  -- the kernel matrix is the Gram matrix of the summed features
  have h : (Matrix.of fun s t => totalKernel ζ (S s) (S t))
      = (Matrix.of fun f s => totalFeature ζ (S s) f)ᴴ
        * Matrix.of fun f s => totalFeature ζ (S s) f := by
    ext s t
    simp only [Matrix.of_apply, Matrix.mul_apply, Matrix.conjTranspose_apply, star_trivial,
      totalKernel_eq_sum_totalFeature]
  rw [h]
  exact Matrix.posSemidef_conjTranspose_mul_self _

/-- A total energy predicted as a weighted sum of total-energy kernels with the training
structures is the sum of the energies assigned to the single atoms. -/
theorem prediction_eq_sum_atomEnergy {σ : Type*} [Fintype σ] (ζ : ℕ)
    (S : σ → AtomicStructure n) (c : σ → ℝ) (A : AtomicStructure n) :
    ∑ t, c t * totalKernel ζ A (S t) = ∑ i, atomEnergy ζ S c (A.env i) := by
  simp only [totalKernel, atomEnergy, Finset.mul_sum]
  exact Finset.sum_comm

end

end NormalisedDescriptorKernel
```

```lean
#print axioms NormalisedDescriptorKernel.abs_kernel_eq_one_iff
-- 'NormalisedDescriptorKernel.abs_kernel_eq_one_iff' depends on axioms: [propext, Classical.choice, Quot.sound]
#print axioms NormalisedDescriptorKernel.kernel_posSemidef
-- 'NormalisedDescriptorKernel.kernel_posSemidef' depends on axioms: [propext, Classical.choice, Quot.sound]
#print axioms NormalisedDescriptorKernel.totalKernel_posSemidef
-- 'NormalisedDescriptorKernel.totalKernel_posSemidef' depends on axioms: [propext, Classical.choice, Quot.sound]
#print axioms NormalisedDescriptorKernel.prediction_eq_sum_atomEnergy
-- 'NormalisedDescriptorKernel.prediction_eq_sum_atomEnergy' depends on axioms: [propext, Classical.choice, Quot.sound]
```

## From the expanded power to the Gram matrix

`kernel_eq_sum_feature` carries the main algebra. Its inner statement `h` writes the cosine as $\sum_i u_iv_i$. `Fintype.sum_pow` then expands the power into a sum over all maps `f : Fin ζ → Fin n`, and `Finset.prod_mul_distrib` splits each product into a feature of `p` times a feature of `q`.

`kernel_self` cancels the squared norm, using that `p` is nonzero. `kernel_mem_Icc` takes the Cauchy–Schwarz bound on the cosine from Mathlib and raises it to the power `ζ`. `abs_kernel_eq_one_iff` first removes the power, which needs `ζ ≠ 0`, and then applies Mathlib's equality case, where the calculation above used $\lVert u\mp v\rVert^2$.

In `kernel_posSemidef` the features form a matrix $F$ with rows `f` and columns `a`. The kernel matrix equals $F^{\mathsf T}F$, written with `ᴴ` in Lean, and `Matrix.posSemidef_conjTranspose_mul_self` supplies the sum-of-squares argument.

`totalKernel_eq_sum_totalFeature` inserts the atomic expansion and moves the sum over features past the two sums over atoms, with one use of `Finset.sum_comm` for each. `totalKernel_posSemidef` then repeats the Gram argument with the summed features. `prediction_eq_sum_atomEnergy` distributes the weights over the sums and exchanges the sum over training structures with the sum over the atoms of `A`.

## Exponents between 0 and 1 fail

Suppose that $\zeta$ may be any positive real number, and take three unit vectors in the plane at angles $0^\circ$, $45^\circ$ and $90^\circ$. All their cosines are nonnegative, so real powers make sense, and the kernel matrix is

$$\begin{pmatrix}1&g&0\\g&1&g\\0&g&1\end{pmatrix},\qquad g=2^{-\zeta/2}.$$

Its smallest eigenvalue is $1-\sqrt2\,g=1-2^{(1-\zeta)/2}$, with eigenvector $(1,-\sqrt2,1)$. This is negative for every $\zeta$ strictly between 0 and 1; at $\zeta=1/2$ it is about $-0.19$. If each vector is the descriptor of a one-atom structure, the total-energy kernel has the same matrix and fails with it. The example does not decide what happens for non-integer exponents above 1.

The condition `ζ ≠ 0` in the equality case excludes the constant kernel: at $\zeta=0$ even orthogonal descriptors have $\kappa=1$, although neither is a multiple of the other.
